# A stiff enough machine stabilizes a crystal with symmetric stiffness exactly when the crystal is stable at fixed grip

Let $C$ be the real symmetric matrix of second derivatives of a crystal's energy at an equilibrium under load, $x$ a small displacement from it, $a\cdot x$ the elongation felt by the loading machine, and $k\ge 0$ the machine's stiffness, so that twice the second-order energy change is $x^TCx+k(a\cdot x)^2$. Stable means here that this quantity is positive for every nonzero $x$. A crystal that is unstable under a constant force, the case $k=0$, may be held stable by a stiff machine, and some $k$ achieves this exactly when $x^TCx>0$ for every nonzero $x$ with $a\cdot x=0$.

```lean
import Mathlib

open Matrix

namespace StiffLoadingMachine

variable {n : Type*} [Fintype n]

/-- Stiffness of a crystal `C` coupled to a machine of stiffness `k` that acts on the
elongation `a ⬝ᵥ x`: the matrix `C + k a aᵀ`. -/
def loadedStiffness (C : Matrix n n ℝ) (a : n → ℝ) (k : ℝ) : Matrix n n ℝ :=
  C + k • vecMulVec a a

/-- Stability at fixed grip: every nonzero displacement with zero elongation `a ⬝ᵥ x`
has positive crystal energy. -/
def StableAtFixedGrip (C : Matrix n n ℝ) (a : n → ℝ) : Prop :=
  ∀ x : n → ℝ, x ≠ 0 → a ⬝ᵥ x = 0 → 0 < x ⬝ᵥ C *ᵥ x

/-- The machine adds `k` times the squared elongation to the quadratic form of the crystal. -/
theorem loaded_energy (C : Matrix n n ℝ) (a : n → ℝ) (k : ℝ) (x : n → ℝ) :
    x ⬝ᵥ loadedStiffness C a k *ᵥ x = x ⬝ᵥ C *ᵥ x + k * (a ⬝ᵥ x) ^ 2 := by
  -- the force is the crystal force plus the machine force along `a`
  have h : loadedStiffness C a k *ᵥ x = C *ᵥ x + (k * (a ⬝ᵥ x)) • a := by
    ext i
    simp only [loadedStiffness, Matrix.mulVec, dotProduct, Matrix.add_apply,
      Matrix.smul_apply, Matrix.vecMulVec_apply, Pi.add_apply, Pi.smul_apply, smul_eq_mul,
      Finset.mul_sum, Finset.sum_mul, ← Finset.sum_add_distrib]
    exact Finset.sum_congr rfl fun j _ => by ring
  rw [h, dotProduct_add, dotProduct_smul, smul_eq_mul, dotProduct_comm x a]
  ring

/-- For a symmetric crystal stiffness, the loaded stiffness is positive definite exactly when
crystal and machine together have positive energy for every nonzero displacement. -/
theorem loaded_posDef_iff {C : Matrix n n ℝ} (hC : C.IsSymm) (a : n → ℝ) (k : ℝ) :
    (loadedStiffness C a k).PosDef ↔
      ∀ x : n → ℝ, x ≠ 0 → 0 < x ⬝ᵥ C *ᵥ x + k * (a ⬝ᵥ x) ^ 2 := by
  have hH : (loadedStiffness C a k).IsHermitian := by
    refine Matrix.IsHermitian.ext fun i j => ?_
    simp only [loadedStiffness, Matrix.add_apply, Matrix.smul_apply,
      Matrix.vecMulVec_apply, smul_eq_mul, star_trivial]
    linear_combination hC.apply i j
  rw [Matrix.posDef_iff_dotProduct_mulVec]
  constructor
  · intro h x hx
    have hp := h.2 hx
    rwa [star_trivial, loaded_energy] at hp
  · intro h
    refine ⟨hH, fun x hx => ?_⟩
    rw [star_trivial, loaded_energy]
    exact h x hx

/-- If `a` is nonzero and the crystal is stable at fixed grip, some displacement `s` of unit
elongation is held in equilibrium by a force `μ a` along the loading direction. -/
theorem exists_grip_equilibrium {C : Matrix n n ℝ} {a : n → ℝ} (ha : a ≠ 0)
    (hst : StableAtFixedGrip C a) :
    ∃ (s : n → ℝ) (μ : ℝ), C *ᵥ s = μ • a ∧ a ⬝ᵥ s = 1 := by
  -- the bordered system: force balance together with the prescribed elongation
  let f : ((n → ℝ) × ℝ) →ₗ[ℝ] ((n → ℝ) × ℝ) :=
    { toFun := fun p => (C *ᵥ p.1 - p.2 • a, a ⬝ᵥ p.1)
      map_add' := by
        intro p q
        refine Prod.ext ?_ ?_
        · simp only [Prod.fst_add, Prod.snd_add, Matrix.mulVec_add, add_smul]
          abel
        · simp [dotProduct_add]
      map_smul' := by
        intro c p
        refine Prod.ext ?_ ?_
        · simp only [Prod.smul_fst, Prod.smul_snd, Matrix.mulVec_smul, smul_eq_mul,
            mul_smul, smul_sub, RingHom.id_apply]
        · simp [dotProduct_smul] }
  have hinj : Function.Injective f := by
    refine (injective_iff_map_eq_zero f).2 ?_
    rintro ⟨x, l⟩ h
    have h1 : C *ᵥ x - l • a = 0 := congrArg Prod.fst h
    have h2 : a ⬝ᵥ x = 0 := congrArg Prod.snd h
    have hx : x = 0 := by
      by_contra hx
      have hp := hst x hx h2
      rw [sub_eq_zero.1 h1, dotProduct_smul, dotProduct_comm x a, h2, smul_zero] at hp
      exact lt_irrefl _ hp
    have hl : l = 0 := by simpa [hx, ha] using h1
    exact Prod.ext hx hl
  -- in finite dimension uniqueness gives existence
  obtain ⟨⟨s, μ⟩, h⟩ := LinearMap.injective_iff_surjective.1 hinj (0, 1)
  have h1 : C *ᵥ s - μ • a = 0 := congrArg Prod.fst h
  exact ⟨s, μ, sub_eq_zero.1 h1, congrArg Prod.snd h⟩

/-- For symmetric `C` and an equilibrium `s` of unit elongation under the force `μ a`, the quadratic
form of `C` splits into its value at a displacement of zero elongation and `μ` times the squared
elongation. -/
theorem energy_split {C : Matrix n n ℝ} (hC : C.IsSymm) {a s : n → ℝ} {μ : ℝ}
    (hs : C *ᵥ s = μ • a) (has : a ⬝ᵥ s = 1) (x : n → ℝ) :
    x ⬝ᵥ C *ᵥ x =
      (x - (a ⬝ᵥ x) • s) ⬝ᵥ C *ᵥ (x - (a ⬝ᵥ x) • s) + μ * (a ⬝ᵥ x) ^ 2 := by
  -- reciprocity of the symmetric stiffness
  have h1 : s ⬝ᵥ C *ᵥ x = μ * (a ⬝ᵥ x) := by
    rw [Matrix.dotProduct_mulVec, ← Matrix.mulVec_transpose, hC.eq, hs, smul_dotProduct,
      smul_eq_mul]
  simp only [Matrix.mulVec_sub, Matrix.mulVec_smul, hs, sub_dotProduct, dotProduct_sub,
    smul_dotProduct, dotProduct_smul, smul_eq_mul, h1, dotProduct_comm x a,
    dotProduct_comm s a, has]
  ring

/-- Critical machine stiffness: let a symmetric crystal be stable at fixed grip, with an
equilibrium `s` of unit elongation under the force `μ a`. The loaded crystal is stable exactly
when `k > -μ`. -/
theorem loaded_posDef_iff_critical {C : Matrix n n ℝ} (hC : C.IsSymm) {a s : n → ℝ} {μ : ℝ}
    (hst : StableAtFixedGrip C a) (hs : C *ᵥ s = μ • a) (has : a ⬝ᵥ s = 1) (k : ℝ) :
    (loadedStiffness C a k).PosDef ↔ -μ < k := by
  rw [loaded_posDef_iff hC]
  constructor
  · -- test the energy on the equilibrium displacement
    intro h
    have hs0 : s ≠ 0 := by
      rintro rfl
      simp at has
    have hp := h s hs0
    rw [hs, dotProduct_smul, dotProduct_comm s a, has, smul_eq_mul] at hp
    linarith
  · intro hk x hx
    by_cases hax : a ⬝ᵥ x = 0
    · have hp := hst x hx hax
      rw [hax]
      linarith
    · have hy : 0 ≤ (x - (a ⬝ᵥ x) • s) ⬝ᵥ C *ᵥ (x - (a ⬝ᵥ x) • s) := by
        by_cases h0 : x - (a ⬝ᵥ x) • s = 0
        · rw [h0, zero_dotProduct]
        · refine (hst _ h0 ?_).le
          rw [dotProduct_sub, dotProduct_smul, has, smul_eq_mul, mul_one, sub_self]
      have hm : 0 < (μ + k) * (a ⬝ᵥ x) ^ 2 :=
        mul_pos (by linarith) (pow_pos (abs_pos.2 hax) 2 |>.trans_eq (sq_abs _))
      rw [energy_split hC hs has x]
      linarith

/-- A symmetric crystal can be stabilized by a machine of some nonnegative stiffness if and
only if it is stable at fixed grip. -/
theorem exists_stabilizing_machine_iff {C : Matrix n n ℝ} (hC : C.IsSymm) (a : n → ℝ) :
    (∃ k : ℝ, 0 ≤ k ∧ (loadedStiffness C a k).PosDef) ↔ StableAtFixedGrip C a := by
  constructor
  · -- the machine does not feel displacements of zero elongation
    rintro ⟨k, -, h⟩ x hx hax
    have hp := (loaded_posDef_iff hC a k).1 h x hx
    rw [hax] at hp
    linarith
  · intro hst
    by_cases ha : a = 0
    · refine ⟨0, le_rfl, (loaded_posDef_iff hC a 0).2 fun x hx => ?_⟩
      have hp := hst x hx (by rw [ha, zero_dotProduct])
      linarith
    · obtain ⟨s, μ, hs, has⟩ := exists_grip_equilibrium ha hst
      refine ⟨|μ| + 1, by positivity, (loaded_posDef_iff_critical hC hst hs has _).2 ?_⟩
      linarith [neg_abs_le μ]

/-- Let a symmetric crystal be stable at fixed grip and let `r` be its response to the load `a`,
with `a ⬝ᵥ r` nonzero. The loaded crystal is stable exactly when `k > -1 / (a ⬝ᵥ r)`. -/
theorem loaded_posDef_iff_compliance {C : Matrix n n ℝ} (hC : C.IsSymm) {a r : n → ℝ}
    (hst : StableAtFixedGrip C a) (hr : C *ᵥ r = a) (har : a ⬝ᵥ r ≠ 0) (k : ℝ) :
    (loadedStiffness C a k).PosDef ↔ -(a ⬝ᵥ r)⁻¹ < k := by
  -- rescale the response to unit elongation
  refine loaded_posDef_iff_critical hC (s := (a ⬝ᵥ r)⁻¹ • r) hst ?_ ?_ k
  · rw [Matrix.mulVec_smul, hr]
  · rw [dotProduct_smul, smul_eq_mul, inv_mul_cancel₀ har]

/-- The crystal with stiffness `diag(-1, 2)`, loaded along `(1, 1)`, is stable exactly when the
machine stiffness exceeds `2`. -/
theorem softening_crystal_witness (k : ℝ) :
    (loadedStiffness !![-1, 0; 0, 2] ![1, 1] k).PosDef ↔ 2 < k := by
  have hC : (!![-1, 0; 0, 2] : Matrix (Fin 2) (Fin 2) ℝ).IsSymm := by
    ext i j
    fin_cases i <;> fin_cases j <;> simp
  have hst : StableAtFixedGrip (!![-1, 0; 0, 2] : Matrix (Fin 2) (Fin 2) ℝ) ![1, 1] := by
    intro x hx hax
    have h0 : x 0 + x 1 = 0 := by simpa [dotProduct, Fin.sum_univ_two] using hax
    have he : x ⬝ᵥ (!![-1, 0; 0, 2] : Matrix (Fin 2) (Fin 2) ℝ) *ᵥ x
        = -(x 0) ^ 2 + 2 * (x 1) ^ 2 := by
      simp [Matrix.mulVec, dotProduct, Fin.sum_univ_two]
      ring
    have h1 : x 1 ≠ 0 := by
      intro h1
      apply hx
      ext i
      fin_cases i
      · change x 0 = 0
        linarith
      · exact h1
    have hp : 0 < (x 1) ^ 2 := by positivity
    rw [he, eq_neg_of_add_eq_zero_left h0]
    linarith [neg_sq (x 1)]
  -- the displacement (2, -1) has unit elongation and is held by the force `-2 a`
  have h := loaded_posDef_iff_critical hC (s := ![2, -1]) (μ := -2) hst
    (by ext i; fin_cases i <;> norm_num [Matrix.mulVec, dotProduct, Fin.sum_univ_two])
    (by norm_num [dotProduct, Fin.sum_univ_two]) k
  rwa [neg_neg] at h

end StiffLoadingMachine
```

```lean
#print axioms StiffLoadingMachine.exists_stabilizing_machine_iff
#print axioms StiffLoadingMachine.loaded_posDef_iff_compliance
```

```
'StiffLoadingMachine.exists_stabilizing_machine_iff' depends on axioms: [propext, Classical.choice, Quot.sound]
'StiffLoadingMachine.loaded_posDef_iff_compliance' depends on axioms: [propext, Classical.choice, Quot.sound]
```

## Crystal, grip and spring

The finite type `n` labels the coordinates, which may be atomic displacements or strain components. The vector `a` states how the machine couples to them. `loadedStiffness C a k` is $C+k\,aa^T$, with `vecMulVec a a` for $aa^T$, `⬝ᵥ` for the dot product and `*ᵥ` for a matrix acting on a vector. `StableAtFixedGrip C a` is stability in an infinitely rigid machine, where the elongation cannot change. Stability under load is Mathlib's `PosDef`, which for a real matrix means symmetry together with a positive quadratic form on nonzero vectors.

The main theorem, `exists_stabilizing_machine_iff`, says that for symmetric $C$ and any $a$, zero included, a stabilizing $k\ge0$ exists if and only if the crystal is stable at fixed grip. `loaded_posDef_iff_critical` gives the threshold. Suppose that a displacement $s$ satisfies $Cs=\mu a$ and $a\cdot s=1$. Then the loaded crystal is stable exactly when $k>-\mu$. The letter $\mu$ is neither a shear modulus nor a chemical potential: it is the crystal's own stiffness along the grip, the force needed per unit elongation when everything else is in equilibrium. If it is negative, the machine must be stiffer than $|\mu|$.

A "symmetric crystal" in the docstrings is one whose matrix $C$ is symmetric; the symmetry and periodicity of the lattice play no part. What remains to be justified for a real specimen is the harmonic description itself, with a linear spring and an elongation linear in the coordinates. If the coordinates are atomic displacements, rigid motions that cost no energy and leave $a\cdot x$ unchanged, such as uniform translations of the specimen with its grips, must also be removed, since they would violate stability at fixed grip.

In atomistic simulation, the same algebra tells when a harmonic restraint on one linear coordinate, centred at a saddle point, turns that point into a nondegenerate minimum.

## The critical stiffness from force balance

Holding the loaded crystal at the displacement $x$ takes the additional force $Cx+k(a\cdot x)a$. Its product with $x$ is

$$x^T(C+k\,aa^T)x=x^TCx+k(a\cdot x)^2 .$$

If this is positive for all nonzero $x$, setting $a\cdot x=0$ leaves $x^TCx>0$. This is stability at fixed grip.

For the converse, first let $a=0$. Every displacement then has zero elongation, so $C$ is already positive definite and $k=0$ suffices.

Now let $a\neq0$, and consider the linear map

$$(x,\lambda)\mapsto(Cx-\lambda a,\;a\cdot x).$$

If it sends $(x,\lambda)$ to zero, then $a\cdot x=0$ and $x^TCx=\lambda\,a\cdot x=0$, so $x=0$ by stability at fixed grip. Then $\lambda a=0$ and $\lambda=0$. The map is injective between spaces of equal finite dimension, hence surjective, and a preimage of $(0,1)$ is the required pair $(s,\mu)$.

Write $t=a\cdot x$ and $y=x-ts$, so that $a\cdot y=0$. By the symmetry of $C$,

$$x^TCx=y^TCy+2t\,y^TCs+t^2s^TCs=y^TCy+\mu t^2,$$

because $y^TCs=\mu\,y\cdot a=0$ and $s^TCs=\mu$. The quadratic form of the loaded crystal, twice its energy change, is therefore $y^TCy+(\mu+k)t^2$.

Let $k>-\mu$. For $t\neq0$ the second term is positive and the first is nonnegative; for $t=0$ we have $y=x$, and the first term is positive when $x\ne0$. Conversely, the choice $x=s$ gives $\mu+k$, which must be positive. The value $k=|\mu|+1$ always works.

If $r$ solves $Cr=a$ with $a\cdot r\neq0$, then $s=r/(a\cdot r)$ and $\mu=1/(a\cdot r)$, so the threshold is $-1/(a\cdot r)$.

## The same steps in Lean

`loaded_energy` computes the force componentwise and then takes the product with `x`. `loaded_posDef_iff` adds the symmetry of the loaded matrix and turns `PosDef` into the energy inequality.

`exists_grip_equilibrium` builds the bordered map as `f`, proves `hinj`, and obtains $(s,\mu)$ from `LinearMap.injective_iff_surjective`. In `energy_split`, the reciprocity relation `h1`, $s^TCx=\mu\,a\cdot x$, is where symmetry enters; expansion and `ring` finish the identity.

`loaded_posDef_iff_critical` tests the energy on `s` in one direction and splits on whether `a ⬝ᵥ x = 0` in the other. The main theorem treats $a=0$ separately and otherwise uses `|μ| + 1`. `loaded_posDef_iff_compliance` applies the critical result to the rescaled response `r`.

## Two modes, one of them unstable

Take $C=\mathrm{diag}(-1,2)$ and $a=(1,1)$, as in `softening_crystal_witness`. At fixed grip $x=(u,-u)$, and $x^TCx=-u^2+2u^2=u^2>0$ for $u\ne0$. The displacement $s=(2,-1)$ has unit elongation and $Cs=(-2,-2)=-2a$, so $\mu=-2$ and stability requires $k>2$. Directly,

$$C+k\,aa^T=\begin{pmatrix}k-1&k\\k&k+2\end{pmatrix},\qquad \det=k-2 .$$

At $k=3/2$ the unstable mode alone, $x=(1,0)$, already gives the loaded quadratic form the positive value $1/2$, yet $s$ gives it the value $-2+3/2=-1/2$. The second mode takes part in the instability and raises the threshold from 1 to 2.

## A zero-energy mode that the grip does not feel

Stability at fixed grip needs its strict inequality. Let $C=\mathrm{diag}(1,0)$ and $a=(1,0)$. Displacements with $a\cdot x=0$ have energy zero, which is nonnegative but not positive. With $s=(1,0)$ and $\mu=1$, the threshold formula would promise stability for $k>-1$. The loaded matrix is $\mathrm{diag}(1+k,0)$, however, and no $k$ makes it positive definite.
